# Normalised finite Lehmann sums at one Matsubara frequency fill a closed disc except for the boundary point 0

Which complex values can a diagonal fermionic Green's function take at a single Matsubara frequency? The answer depends on what may vary. Here the frequency w > 0 is fixed, while the number of poles, their real energies e_k and their weights a_k are free, subject to a_k ≥ 0 and ∑ a_k = 1. The Green's function is then any finite sum

G = ∑ a_k/(iw − e_k).

In a fermionic system with discrete levels, a_k is a thermally weighted sum of squared matrix elements, hence nonnegative, and the anticommutator {c, c†} = 1 fixes the total weight. Energies are measured from the chemical potential, with ħ = 1.

The claim is that a complex number g is such a sum if and only if

g ≠ 0 and |g + i/(2w)| ≤ 1/(2w).

For finitely many poles, this describes exactly what positivity and normalisation imply about one Matsubara value, with or without interactions.

## From the circle of single poles to the disc

Write u = 1/(iw − e) for the propagator of one level. Multiplying numerator and denominator by the conjugate of the denominator gives

u = −(e + iw)/(e² + w²),

|u|² = 1/(e² + w²) = −Im u/w.

For any complex g and r = 1/(2w), expanding the square gives

r² − |g + ir|² = −Im g/w − |g|².

The right side vanishes for g = u, so every single-pole value lies on the circle of radius r about −ir.

Now let u_k be the propagator at e_k, so that G = ∑ a_k u_k. Since the weights sum to one, the variance of the u_k about G is

∑ a_k |u_k − G|² = ∑ a_k |u_k|² − |G|² = −Im G/w − |G|² = r² − |G + ir|².

A variance with nonnegative weights is nonnegative, so G lies in the disc. Each u_k has negative imaginary part and some weight is positive, so Im G < 0 and G ≠ 0.

Conversely, let g = x + iy be a nonzero point of the disc and put q = −y/w. The disc condition reads x² + y² ≤ q, so q > 0. Substituting y = −qw and dividing by q² gives

(x/q)² ≤ 1/q − w².

Set E = √(1/q − w²), so that q = 1/(E² + w²). The levels at E and −E have propagators −Eq − iqw and Eq − iqw. Both have imaginary part y, and |x| ≤ Eq, so g lies on the chord between them. Write x = tEq with −1 ≤ t ≤ 1, taking t = 0 if E = 0. With p = (1 − t)/2,

g = p/(iw − E) + (1 − p)/(iw + E).

Two poles therefore suffice.

Finally, G lies on the circle exactly when the variance vanishes, that is, when all u_k of positive weight coincide. Since 1/u_k = iw − e_k, this means that their energies coincide.

## A two-pole instance at w = 1

Take g = 1/4 − i/2. Its distance from −i/2 is 1/4, below the radius 1/2. Here q = 1/2, E = 1, t = 1/2 and p = 1/4. The two propagators are −1/2 − i/2 and 1/2 − i/2, and

(1/4)(−1/2 − i/2) + (3/4)(1/2 − i/2) = 1/4 − i/2.

The variance is (1/4)(3/4)² + (3/4)(1/4)² = 3/16, which equals (1/2)² − (1/4)².

## The propagator and its weighted sum in Lean

The poles are labelled by a finite type `ι`.

```lean
import Mathlib

open Complex (I normSq)

namespace MatsubaraDisc

noncomputable section

variable {ι : Type*} [Fintype ι]
```

The name `level` denotes the propagator of a level, not its energy. The real number `w` stands for the textbook ω_n and need not be an odd multiple of πk_BT, where T is the temperature.

```lean
/-- The propagator `1/(iw - e)` of a single level of energy `e` at the imaginary frequency `iw`,
for `w ≠ 0`. -/
def level (w e : ℝ) : ℂ := 1 / (I * w - e)
```

The functions `a` and `e` give the weights and energies. The definition of `green` imposes neither positivity nor normalisation; these enter as hypotheses of the theorems.

```lean
/-- The Lehmann sum `∑ a_k/(iw - e_k)` with weights `a_k` and pole energies `e_k`,
for `w ≠ 0`. -/
def green (w : ℝ) (a e : ι → ℝ) : ℂ := ∑ k, (a k : ℂ) * level w (e k)
```

## The circle equation

The denominator has imaginary part w, so it cannot vanish.

```lean
/-- At a nonzero imaginary frequency the denominator `iw - e` does not vanish for real `e`. -/
theorem denom_ne {w : ℝ} (hw : w ≠ 0) (e : ℝ) : I * (w : ℂ) - e ≠ 0 := fun h =>
  hw (by simpa using congrArg Complex.im h)
```

The next proof starts from u(iw − e) = 1 instead of the explicit quotient. Its real and imaginary parts are two linear equations for Re u and Im u, and `linear_combination` eliminates e between them.

```lean
/-- For `w ≠ 0` the propagator `u` of a single level obeys `|u|² = -Im u / w`. -/
theorem normSq_level {w : ℝ} (hw : w ≠ 0) (e : ℝ) :
    normSq (level w e) = -(level w e).im / w := by
  have h : level w e * (I * w - e) = 1 := one_div_mul_cancel (denom_ne hw e)
  have hr := congrArg Complex.re h
  have hi := congrArg Complex.im h
  simp only [Complex.mul_re, Complex.mul_im, Complex.sub_re, Complex.sub_im, Complex.I_re,
    Complex.I_im, Complex.ofReal_re, Complex.ofReal_im, Complex.one_re, Complex.one_im] at hr hi
  rw [eq_div_iff hw, Complex.normSq_apply]
  linear_combination (level w e).re * hi - (level w e).im * hr
```

The expansion of r² − |g + ir|² is stated for any real `r`. The name `power_of_point` follows the geometric term, whose usual sign is the opposite one.

```lean
/-- The squared distance of `g` from the point `-ir`, compared with `r²`, in terms of the real
and imaginary parts of `g`. -/
theorem power_of_point (g : ℂ) (r : ℝ) :
    r ^ 2 - ‖g + r * I‖ ^ 2 = -2 * r * g.im - (g.re ^ 2 + g.im ^ 2) := by
  rw [Complex.sq_norm, Complex.normSq_apply]
  simp only [Complex.add_re, Complex.add_im, Complex.mul_re, Complex.mul_im,
    Complex.ofReal_re, Complex.ofReal_im, Complex.I_re, Complex.I_im]
  ring
```

## The variance identity

The quantity in `spectral_variance` is the spread of the complex propagators, not of the pole energies. The identity needs only w ≠ 0 and total weight one; the weights may have either sign. In the proof, `hterm` expands each square and replaces |u_k|² by −Im u_k/w. Summation then turns the weighted real and imaginary parts into those of G through `hre` and `him`.

```lean
/-- For `w ≠ 0` and weights of sum one, the weighted variance of the single-level propagators
about the Green's function `G` equals `(1/(2w))² - |G + i/(2w)|²`. -/
theorem spectral_variance {w : ℝ} (hw : w ≠ 0) (a e : ι → ℝ) (h1 : ∑ k, a k = 1) :
    ∑ k, a k * ‖level w (e k) - green w a e‖ ^ 2
      = (1 / (2 * w)) ^ 2 - ‖green w a e + I / (2 * w)‖ ^ 2 := by
  have hre : (green w a e).re = ∑ k, a k * (level w (e k)).re := by simp [green]
  have him : (green w a e).im = ∑ k, a k * (level w (e k)).im := by simp [green]
  have hc : I / (2 * (w : ℂ)) = ((1 / (2 * w) : ℝ) : ℂ) * I := by push_cast; ring
  -- expand each square and use the circle equation of a single level
  have hterm : ∀ k, a k * ‖level w (e k) - green w a e‖ ^ 2
      = (-1 / w) * (a k * (level w (e k)).im)
        - (2 * (green w a e).re) * (a k * (level w (e k)).re)
        - (2 * (green w a e).im) * (a k * (level w (e k)).im)
        + ((green w a e).re ^ 2 + (green w a e).im ^ 2) * a k := by
    intro k
    have h := normSq_level hw (e k)
    rw [Complex.normSq_apply] at h
    rw [Complex.sq_norm, Complex.normSq_apply, Complex.sub_re, Complex.sub_im]
    linear_combination a k * h
  rw [Finset.sum_congr rfl (fun k _ => hterm k)]
  simp only [Finset.sum_add_distrib, Finset.sum_sub_distrib, ← Finset.mul_sum]
  rw [← hre, ← him, h1, hc, power_of_point]
  ring
```

## Why the origin is missing

If no weight were positive, the sum could not be one. This also excludes an empty family of poles.

```lean
/-- Weights of sum one include a positive one. -/
theorem exists_pos_weight (a : ι → ℝ) (h1 : ∑ k, a k = 1) : ∃ j, 0 < a j := by
  by_contra h
  have : ∑ k, a k ≤ 0 := Finset.sum_nonpos fun k _ => not_lt.1 fun hk => h ⟨k, hk⟩
  linarith
```

In `green_im_neg`, the circle equation and u ≠ 0 give Im u < 0 for each level. The weighted sum is then strictly negative, because every term is at most zero and the term with positive weight is below zero.

```lean
/-- For `w > 0` and nonnegative weights of sum one, the Green's function has negative
imaginary part. -/
theorem green_im_neg {w : ℝ} (hw : 0 < w) (a e : ι → ℝ) (ha : ∀ k, 0 ≤ a k)
    (h1 : ∑ k, a k = 1) : (green w a e).im < 0 := by
  have hneg : ∀ k, (level w (e k)).im < 0 := by
    intro k
    have h : 0 < normSq (level w (e k)) :=
      Complex.normSq_pos.2 (one_div_ne_zero (denom_ne hw.ne' (e k)))
    rw [normSq_level hw.ne', lt_div_iff₀ hw] at h
    linarith
  obtain ⟨j, hj⟩ := exists_pos_weight a h1
  calc (green w a e).im = ∑ k, a k * (level w (e k)).im := by simp [green]
    _ < ∑ _k : ι, (0 : ℝ) := Finset.sum_lt_sum
        (fun k _ => by nlinarith [mul_nonneg (ha k) (neg_nonneg.2 (hneg k).le)])
        ⟨j, Finset.mem_univ j, mul_neg_of_pos_of_neg hj (hneg j)⟩
    _ = 0 := by simp
```

## Two opposite poles for every allowed value

This theorem carries out the chord construction. The inequality x² + y² ≤ q is `hdisc`, and `hchord` is its form after division by q². The square root supplies `E`, and the choice of `t` treats E = 0 separately. The statement `hL` gives the propagators at both energies at once, since it uses only e² = E². The last lines reassemble g from its real and imaginary parts.

```lean
/-- For `w > 0`, every nonzero `g` in the disc `|g + i/(2w)| ≤ 1/(2w)` is a weighted mean of
the propagators of two levels at opposite energies `E` and `-E`. -/
theorem two_pole_representation {w : ℝ} (hw : 0 < w) {g : ℂ} (hg : g ≠ 0)
    (hd : ‖g + I / (2 * w)‖ ≤ 1 / (2 * w)) :
    ∃ E p : ℝ, 0 ≤ p ∧ p ≤ 1 ∧
      g = (p : ℂ) * level w E + ((1 - p : ℝ) : ℂ) * level w (-E) := by
  have hc : I / (2 * (w : ℂ)) = ((1 / (2 * w) : ℝ) : ℂ) * I := by push_cast; ring
  obtain ⟨q, hq⟩ : ∃ q, q = -g.im / w := ⟨_, rfl⟩
  have hY : g.im = -(q * w) := by
    have : q * w = -g.im := by rw [hq, div_mul_cancel₀ _ hw.ne']
    linarith
  have hdisc : g.re ^ 2 + g.im ^ 2 ≤ q := by
    have hsq := pow_le_pow_left₀ (norm_nonneg _) hd 2
    have hp := power_of_point g (1 / (2 * w))
    have h2 : -2 * (1 / (2 * w)) * g.im = q := by rw [hq]; ring
    rw [hc] at hsq
    rw [h2] at hp
    linarith
  have hq0 : 0 < q := by
    have h := Complex.normSq_pos.2 hg
    rw [Complex.normSq_apply] at h
    nlinarith
  -- the chord through g at fixed imaginary part fixes the energy E
  have hchord : (g.re / q) ^ 2 ≤ 1 / q - w ^ 2 := by
    have h3 : g.re ^ 2 + (q * w) ^ 2 ≤ q := by
      rw [hY, neg_sq] at hdisc
      exact hdisc
    have key : 1 / q - w ^ 2 - (g.re / q) ^ 2
        = (q - (g.re ^ 2 + (q * w) ^ 2)) / q ^ 2 := by
      field_simp
      ring
    have h4 : 0 ≤ (q - (g.re ^ 2 + (q * w) ^ 2)) / q ^ 2 :=
      div_nonneg (by linarith) (sq_nonneg q)
    linarith
  obtain ⟨E, hE0, hE2, habs⟩ : ∃ E : ℝ, 0 ≤ E ∧ E ^ 2 = 1 / q - w ^ 2 ∧ |g.re / q| ≤ E :=
    ⟨√(1 / q - w ^ 2), Real.sqrt_nonneg _, Real.sq_sqrt ((sq_nonneg _).trans hchord),
      Real.abs_le_sqrt hchord⟩
  -- the position t of g along the chord
  obtain ⟨t, ht1, ht2, ht⟩ : ∃ t : ℝ, -1 ≤ t ∧ t ≤ 1 ∧ t * E = g.re / q := by
    rcases hE0.eq_or_lt with h | h
    · have h0 : g.re / q = 0 := abs_nonpos_iff.1 (habs.trans h.ge)
      exact ⟨0, by norm_num, by norm_num, by rw [h0, zero_mul]⟩
    · exact ⟨g.re / q / E, (le_div_iff₀ h).2 (by linarith [(abs_le.1 habs).1]),
        (div_le_one h).2 (abs_le.1 habs).2, div_mul_cancel₀ _ h.ne'⟩
  have hX : g.re = t * E * q := by rw [ht, div_mul_cancel₀ _ hq0.ne']
  have hL : ∀ e : ℝ, e ^ 2 = E ^ 2 → level w e = -((e : ℂ) + I * w) * (q : ℂ) := by
    intro e he
    have hR : (e ^ 2 + w ^ 2) * q = 1 := by
      rw [he, hE2, sub_add_cancel, one_div_mul_cancel hq0.ne']
    have hC : ((e : ℂ) ^ 2 + (w : ℂ) ^ 2) * (q : ℂ) = 1 := by exact_mod_cast hR
    rw [level, div_eq_iff (denom_ne hw.ne' e)]
    linear_combination -hC + (w : ℂ) ^ 2 * (q : ℂ) * Complex.I_sq
  refine ⟨E, (1 - t) / 2, by linarith, by linarith, ?_⟩
  have hsplit := Complex.re_add_im g
  rw [hX, hY] at hsplit
  rw [hL E rfl, hL (-E) (neg_sq E)]
  push_cast at hsplit ⊢
  linear_combination -hsplit
```

## The equivalence and its boundary case

In `attainable_iff`, the existential statement ranges over every number `n` of poles, indexed by `Fin n`. The forward direction combines the negative imaginary part with the nonnegative variance, and `sq_le_sq₀` passes from squares to norms. The reverse direction takes n = 2, with weights p and 1 − p at energies E and −E.

The theorem concerns one frequency: it does not say which values at several frequencies can come from a common set of poles. Continuous spectra lie beyond its finite sums. The step from this model to a material or molecule is the Lehmann representation itself, which is assumed here and not derived from a Hamiltonian and a thermal state.

```lean
/-- For `w > 0`, a complex number `g` is a finite Lehmann sum at `iw` with nonnegative weights of
sum one if and only if `g ≠ 0` and `|g + i/(2w)| ≤ 1/(2w)`. -/
theorem attainable_iff {w : ℝ} (hw : 0 < w) (g : ℂ) :
    (∃ (n : ℕ) (a e : Fin n → ℝ), (∀ k, 0 ≤ a k) ∧ ∑ k, a k = 1 ∧ g = green w a e) ↔
      g ≠ 0 ∧ ‖g + I / (2 * w)‖ ≤ 1 / (2 * w) := by
  constructor
  · rintro ⟨n, a, e, ha, h1, rfl⟩
    refine ⟨fun h => ?_, ?_⟩
    · have him := green_im_neg hw a e ha h1
      rw [h, Complex.zero_im] at him
      exact lt_irrefl _ him
    · -- the variance is nonnegative
      have hv := spectral_variance hw.ne' a e h1
      have h0 : 0 ≤ ∑ k, a k * ‖level w (e k) - green w a e‖ ^ 2 :=
        Finset.sum_nonneg fun k _ => mul_nonneg (ha k) (sq_nonneg _)
      exact (sq_le_sq₀ (norm_nonneg _) (by positivity)).1 (by linarith)
  · rintro ⟨hg, hd⟩
    obtain ⟨E, p, hp0, hp1, h⟩ := two_pole_representation hw hg hd
    refine ⟨2, ![p, 1 - p], ![E, -E], Fin.forall_fin_two.2 ⟨hp0, sub_nonneg.2 hp1⟩, ?_, ?_⟩
    · simp [Fin.sum_univ_two]
    · rw [h]
      simp [green, Fin.sum_univ_two]
```

The last theorem characterises the boundary. Several poles may share an energy, and poles of zero weight may lie anywhere. From left to right, a point on the circle has zero variance, so each nonnegative term vanishes and every level of positive weight reproduces G; injectivity of the inverse then equates the energies. From right to left, G reduces to a single propagator, the variance is zero, and the distance equals the radius.

```lean
/-- For `w > 0` and nonnegative weights of sum one, the Green's function lies on the bounding
circle if and only if all poles of positive weight have the same energy. -/
theorem on_circle_iff {w : ℝ} (hw : 0 < w) (a e : ι → ℝ) (ha : ∀ k, 0 ≤ a k)
    (h1 : ∑ k, a k = 1) :
    ‖green w a e + I / (2 * w)‖ = 1 / (2 * w) ↔
      ∀ j k, 0 < a j → 0 < a k → e j = e k := by
  have hv := spectral_variance hw.ne' a e h1
  constructor
  · intro h
    rw [h, sub_self] at hv
    -- zero variance: each level of positive weight reproduces the Green's function
    have hz := (Finset.sum_eq_zero_iff_of_nonneg
      (fun k _ => mul_nonneg (ha k) (sq_nonneg _))).1 hv
    have hk : ∀ k, 0 < a k → level w (e k) = green w a e := by
      intro k hak
      have h2 := (mul_eq_zero.1 (hz k (Finset.mem_univ k))).resolve_left hak.ne'
      exact sub_eq_zero.1 (norm_eq_zero.1 (pow_eq_zero_iff two_ne_zero |>.1 h2))
    intro j k hj hk'
    have h3 := (hk j hj).trans (hk k hk').symm
    simp only [level, one_div] at h3
    have h4 := inv_injective h3
    have h5 : (e j : ℂ) = e k := by linear_combination -h4
    exact_mod_cast h5
  · intro hall
    obtain ⟨j, hj⟩ := exists_pos_weight a h1
    have hG : green w a e = level w (e j) := by
      calc green w a e = ∑ k, (a k : ℂ) * level w (e j) := by
            refine Finset.sum_congr rfl fun k _ => ?_
            rcases (ha k).eq_or_lt with h | h
            · rw [← h]; simp
            · rw [hall k j h hj]
        _ = level w (e j) := by
            rw [← Finset.sum_mul, ← Complex.ofReal_sum, h1]; simp
    have hz : ∑ k, a k * ‖level w (e k) - green w a e‖ ^ 2 = 0 := by
      refine Finset.sum_eq_zero fun k _ => ?_
      rcases (ha k).eq_or_lt with h | h
      · rw [← h, zero_mul]
      · rw [hG, hall k j h hj]; simp
    exact (sq_eq_sq₀ (norm_nonneg _) (by positivity)).1 (by linarith)

end

end MatsubaraDisc
```

```lean
#print axioms MatsubaraDisc.attainable_iff
-- 'MatsubaraDisc.attainable_iff' depends on axioms: [propext, Classical.choice, Quot.sound]
#print axioms MatsubaraDisc.on_circle_iff
-- 'MatsubaraDisc.on_circle_iff' depends on axioms: [propext, Classical.choice, Quot.sound]
```

## The disc as a sign condition on the self-energy

For one orbital with real energy ε, measured from the chemical potential, and a nonzero value g of its Green's function at iw, Dyson's equation defines the self-energy

Σ = iw − ε − 1/g.

Here Σ includes any coupling to a bath. For g ≠ 0, the disc condition |g|² ≤ −Im g/w is the same as Im(1/g) ≥ w, and therefore the same as Im Σ ≤ 0. This reformulation is ordinary algebra added to the Lean results. For the instance above with ε = 0, 1/g = 4/5 + 8i/5 and Σ = −4/5 − 3i/5. On the bounding circle Σ is real at this frequency and acts there as a shift of ε.
